# The plasmon of the semiclassical two-dimensional electron gas in closed form

Hartree atomic units are used throughout. The electron gas is two-dimensional and spin-unpolarised, with Fermi wavenumber kF, and it responds to a disturbance of wavenumber q and real frequency ω. The electron mass is 1, so the Fermi velocity equals kF. Lengths are in Bohr radii, so a term such as 1 + q/2 means 1 + q a₀/2.

```lean
import Mathlib

open Real Filter Topology

namespace TwoDimensionalPlasmon

noncomputable section
```

## The dielectric function as a Fermi-circle average

An electron on the Fermi circle, moving at angle θ to the wavevector, has the Doppler frequency q kF cos θ. The Coulomb interaction 2π/q times the density of states 1/π gives the prefactor 2/q, and

ε(q,ω) = 1 − (2/q) · (1/2π) ∫₀^{2π} q kF cos θ / (ω − q kF cos θ) dθ.

For |ω| > q kF this is the random-phase response at zero temperature with electron recoil neglected, which is appropriate when the recoil energy q²/2 is much smaller than |ω| − q kF. It contains no exchange-correlation correction, no collisional damping, no layer thickness and no background screening. In Lean, `dielectric kF q ω` is this expression with all arguments real. For 0 < |ω| ≤ q kF the integral diverges and Lean assigns it the value 0, so the definition does not describe the physical response there; the theorems below use it only for ω > q kF.

```lean
/-- Semiclassical dielectric function of the spin-unpolarised two-dimensional electron gas in
Hartree atomic units, meant for positive `kF` and `q` and for `|ω| > q kF`, where the integrand has
no poles: the Coulomb interaction `2π/q` times the density of states `1/π` multiplies an average
over the directions of the Fermi velocity. -/
def dielectric (kF q ω : ℝ) : ℝ :=
  1 - 2 / q * (1 / (2 * π) *
    ∫ θ in (0 : ℝ)..(2 * π), q * kF * cos θ / (ω - q * kF * cos θ))
```

The candidate for the plasmon frequency is an explicit function,

ωp(q) = kF (1 + q/2) √(q/(1 + q/4)).

Its definition does not mention ε; the connection is proved below.

```lean
/-- The plasmon frequency as an explicit function of Fermi wavenumber and wavenumber `q`. -/
def plasmonFrequency (kF q : ℝ) : ℝ :=
  kF * (1 + q / 2) * √(q / (1 + q / 4))
```

## Evaluating the average

Let s > 1, R = √(s² − 1) and A = s + R. The function

Φ(θ) = θ + 2 arctan(sin θ/(A − cos θ))

is smooth for all real θ, because A > 1. Write g for the argument of the arctangent. Then

g′ = (A cos θ − 1)/(A − cos θ)²,

1 + g² = (A² + 1 − 2A cos θ)/(A − cos θ)² = 2A(s − cos θ)/(A − cos θ)²,

where the last step uses A² + 1 = 2sA. Hence

Φ′ = 1 + 2g′/(1 + g²) = (As − 1)/(A(s − cos θ)) = R/(s − cos θ),

since As − 1 = RA. The Lean proof replaces the square root by a symbol R known only through R > 0 and R² = s² − 1. The equation `key` is the formula for 1 + g², and `linear_combination` closes the algebra from R² = s² − 1 and sin² θ + cos² θ = 1.

```lean
/-- For `s > 1`, an antiderivative of `√(s² - 1) / (s - cos θ)`, valid at every real `θ`. -/
theorem hasDerivAt_circle_phase {s : ℝ} (hs : 1 < s) (θ : ℝ) :
    HasDerivAt (fun t => t + 2 * arctan (sin t / (s + √(s ^ 2 - 1) - cos t)))
      (√(s ^ 2 - 1) / (s - cos θ)) θ := by
  have hR : 0 < √(s ^ 2 - 1) := Real.sqrt_pos.mpr (by nlinarith)
  have hR2 : √(s ^ 2 - 1) ^ 2 = s ^ 2 - 1 := Real.sq_sqrt (by nlinarith)
  generalize √(s ^ 2 - 1) = R at hR hR2 ⊢
  have hc := Real.cos_le_one θ
  have hsc := Real.sin_sq_add_cos_sq θ
  have h1 : s + R - cos θ ≠ 0 := by
    have : 0 < s + R - cos θ := by linarith
    exact this.ne'
  have h2 : s - cos θ ≠ 0 := by
    have : 0 < s - cos θ := by linarith
    exact this.ne'
  have h3 : s + R ≠ 0 := by
    have : 0 < s + R := by linarith
    exact this.ne'
  have hg := (Real.hasDerivAt_sin θ).fun_div ((Real.hasDerivAt_cos θ).const_sub (s + R)) h1
  have hF := (hasDerivAt_id' θ).fun_add (hg.arctan.const_mul 2)
  refine hF.congr_deriv ?_
  -- the denominator produced by the arctangent is proportional to `s - cos θ`
  have key : 1 + (sin θ / (s + R - cos θ)) ^ 2
      = 2 * (s + R) * (s - cos θ) / (s + R - cos θ) ^ 2 := by
    rw [eq_div_iff (pow_ne_zero 2 h1), add_mul, div_pow, div_mul_cancel₀ _ (pow_ne_zero 2 h1)]
    linear_combination hR2 + hsc
  rw [key]
  field_simp
  linear_combination -hR2 - hsc
```

Because cos θ/(s − cos θ) = s/(s − cos θ) − 1, an antiderivative of the left side is (s/R)Φ(θ) − θ. The arctangent vanishes at both endpoints, so Φ(2π) − Φ(0) = 2π, and

(1/2π) ∫₀^{2π} cos θ/(s − cos θ) dθ = s/R − 1.

In the proof, `hd` is the derivative and `hi` the integrability that the fundamental theorem of calculus needs.

```lean
/-- For `s > 1` the average of `cos θ / (s - cos θ)` over the circle is `s / √(s² - 1) - 1`. -/
theorem fermi_circle_average {s : ℝ} (hs : 1 < s) :
    1 / (2 * π) * ∫ θ in (0 : ℝ)..(2 * π), cos θ / (s - cos θ) = s / √(s ^ 2 - 1) - 1 := by
  have hR : √(s ^ 2 - 1) ≠ 0 := (Real.sqrt_pos.mpr (by nlinarith)).ne'
  have hne : ∀ θ : ℝ, s - cos θ ≠ 0 := fun θ => by
    have : 0 < s - cos θ := by linarith [Real.cos_le_one θ]
    exact this.ne'
  have hd : ∀ θ : ℝ, HasDerivAt
      (fun t => s / √(s ^ 2 - 1) * (t + 2 * arctan (sin t / (s + √(s ^ 2 - 1) - cos t))) - t)
      (cos θ / (s - cos θ)) θ := fun θ => by
    refine (((hasDerivAt_circle_phase hs θ).const_mul (s / √(s ^ 2 - 1))).fun_sub
      (hasDerivAt_id' θ)).congr_deriv ?_
    rw [div_mul_div_cancel₀ hR, div_sub_one (hne θ)]
    congr 1
    ring
  have hi : IntervalIntegrable (fun θ => cos θ / (s - cos θ)) MeasureTheory.volume 0 (2 * π) :=
    (Real.continuous_cos.div (continuous_const.sub Real.continuous_cos) hne).intervalIntegrable _ _
  rw [intervalIntegral.integral_eq_sub_of_hasDerivAt (fun θ _ => hd θ) hi]
  simp only [Real.sin_two_pi, Real.sin_zero, zero_div, Real.arctan_zero]
  have hpi : 1 / (2 * π) * (2 * π) = 1 := one_div_mul_cancel (by positivity)
  linear_combination (s / √(s ^ 2 - 1) - 1) * hpi
```

Now set s = ω/(q kF), the ratio of phase velocity to Fermi velocity. Dividing numerator and denominator of the integrand by q kF leaves cos θ/(s − cos θ), so for ω > q kF

ε(q,ω) = 1 − (2/q)(s/√(s² − 1) − 1).

The hypothesis `hω : q * kF < ω` is the condition s > 1, under which no electron on the Fermi circle is in resonance with the wave.

```lean
/-- Closed form of the dielectric function for frequencies above `q kF`. -/
theorem dielectric_eq {kF q ω : ℝ} (hk : 0 < kF) (hq : 0 < q) (hω : q * kF < ω) :
    dielectric kF q ω
      = 1 - 2 / q * (ω / (q * kF) / √((ω / (q * kF)) ^ 2 - 1) - 1) := by
  have hqk : 0 < q * kF := mul_pos hq hk
  have hs : 1 < ω / (q * kF) := (one_lt_div hqk).2 hω
  -- only the ratio of phase velocity to Fermi velocity enters the integrand
  have hint : ∀ θ : ℝ, q * kF * cos θ / (ω - q * kF * cos θ)
      = cos θ / (ω / (q * kF) - cos θ) := fun θ => by
    have e : ω - q * kF * cos θ = q * kF * (ω / (q * kF) - cos θ) := by
      rw [mul_sub, mul_div_cancel₀ _ hqk.ne']
    rw [e, mul_div_mul_left _ _ hqk.ne']
  rw [← fermi_circle_average hs]
  simp only [dielectric, hint]
```

## Solving the plasmon condition

The dielectric function vanishes when s/R − 1 = q/2, that is, when s = (1 + q/2)R. Squaring gives

s² = (1 + q/2)²(s² − 1),

s²[(1 + q/2)² − 1] = (1 + q/2)².

The bracket equals q(1 + q/4), so

s² = (1 + q/2)²/(q(1 + q/4)).

Conversely, this value of s² gives s² = ((1 + q/2)R)², and both s and (1 + q/2)R are positive, so the squares can be removed. The two branches after `constructor` are these two directions.

```lean
/-- The plasmon condition for the velocity ratio `s > 1`, solved for `s²`. -/
theorem velocity_ratio_iff {s q : ℝ} (hs : 1 < s) (hq : 0 < q) :
    s / √(s ^ 2 - 1) - 1 = q / 2 ↔ s ^ 2 = (1 + q / 2) ^ 2 / (q * (1 + q / 4)) := by
  have hR : 0 < √(s ^ 2 - 1) := Real.sqrt_pos.mpr (by nlinarith)
  have hR2 : √(s ^ 2 - 1) ^ 2 = s ^ 2 - 1 := Real.sq_sqrt (by nlinarith)
  generalize √(s ^ 2 - 1) = R at hR hR2 ⊢
  rw [eq_div_iff (show q * (1 + q / 4) ≠ 0 by positivity)]
  constructor
  · intro h
    have h' : s = (1 + q / 2) * R := (div_eq_iff hR.ne').1 (by linarith)
    linear_combination -(1 + q / 2) ^ 2 * hR2 - (s + (1 + q / 2) * R) * h'
  · intro h
    have h2 : s ^ 2 = ((1 + q / 2) * R) ^ 2 := by
      linear_combination -h - (1 + q / 2) ^ 2 * hR2
    -- both sides are positive, so the squares may be dropped
    have h' : s = (1 + q / 2) * R := (sq_eq_sq₀ (by linarith) (by positivity)).1 h2
    have h3 : s / R = 1 + q / 2 := (div_eq_iff hR.ne').2 h'
    linarith
```

Squaring the definition of ωp gives

ωp² = kF² q (1 + q/2)²/(1 + q/4).

```lean
/-- The square of the plasmon frequency is a rational function of `q`. -/
theorem plasmonFrequency_sq (kF : ℝ) {q : ℝ} (hq : 0 < q) :
    plasmonFrequency kF q ^ 2 = kF ^ 2 * q * (1 + q / 2) ^ 2 / (1 + q / 4) := by
  rw [plasmonFrequency, mul_pow, mul_pow, Real.sq_sqrt (by positivity)]
  ring
```

The semiclassical particle-hole continuum ends at ω = q kF. Since (1 + q/2)² − q(1 + q/4) = 1,

ωp² − (q kF)² = kF² q/(1 + q/4) > 0.

The plasmon therefore lies above the edge for every q > 0 in this model. Lean compares the squares and then takes the root.

```lean
/-- The plasmon frequency lies above `q kF`, the upper edge of the semiclassical
particle-hole continuum. -/
theorem plasmon_above_continuum {kF q : ℝ} (hk : 0 < kF) (hq : 0 < q) :
    q * kF < plasmonFrequency kF q := by
  have hp : 0 ≤ plasmonFrequency kF q := by unfold plasmonFrequency; positivity
  refine lt_of_pow_lt_pow_left₀ 2 hp ?_
  rw [plasmonFrequency_sq kF hq, lt_div_iff₀ (by positivity)]
  nlinarith [mul_pos (pow_pos hk 2) hq]
```

The results combine into a chain of equivalences for ω > q kF:

ε = 0 ⇔ s/R − 1 = q/2 ⇔ s² = (1 + q/2)²/(q(1 + q/4)) ⇔ ω² = ωp² ⇔ ω = ωp.

The last step uses that both frequencies are non-negative. Since ωp itself lies above the edge, by `plasmon_above_continuum`, there is exactly one zero above the continuum. The theorem makes no statement about frequencies at or below the edge.

```lean
/-- Above the particle-hole continuum, the dielectric function vanishes exactly at the
plasmon frequency. -/
theorem dielectric_eq_zero_iff {kF q ω : ℝ} (hk : 0 < kF) (hq : 0 < q) (hω : q * kF < ω) :
    dielectric kF q ω = 0 ↔ ω = plasmonFrequency kF q := by
  have hqk : 0 < q * kF := mul_pos hq hk
  have hs : 1 < ω / (q * kF) := (one_lt_div hqk).2 hω
  have hp : 0 ≤ plasmonFrequency kF q := (hqk.trans (plasmon_above_continuum hk hq)).le
  have hqq : 2 / q * (q / 2) = 1 := by field_simp
  have e : ∀ X : ℝ, 1 - 2 / q * X = 0 ↔ X = q / 2 := fun X =>
    ⟨fun h => by linear_combination (-(q / 2)) * h - X * hqq,
      fun h => by rw [h]; linear_combination -hqq⟩
  have hr : (1 + q / 2) ^ 2 / (q * (1 + q / 4)) * (q * kF) ^ 2
      = kF ^ 2 * q * (1 + q / 2) ^ 2 / (1 + q / 4) := by
    field_simp
  rw [dielectric_eq hk hq hω, e, velocity_ratio_iff hs hq, div_pow,
    div_eq_iff (pow_ne_zero 2 hqk.ne'), hr, ← plasmonFrequency_sq kF hq]
  exact sq_eq_sq₀ (hqk.trans hω).le hp
```

As a numerical instance, take kF = 1 and q = 1/2, values chosen for easy arithmetic and not for the accuracy of the semiclassical model. Then s² = (25/16)/(9/16) = 25/9, so s = 5/3 and R = 4/3. The average is 5/4 − 1 = 1/4, which equals q/2, and ε = 1 − 4 · 1/4 = 0. The plasmon frequency is s q kF = 5/6, above the edge at 1/2.

## Long wavelengths

Dividing (1 + q/2)² by 1 + q/4 in ascending powers of q, and keeping the remainder, gives an exact form of the dispersion,

ωp² = kF² q [1 + 3q/4 + q²/(4(4 + q))].

```lean
/-- The squared plasmon frequency is `kF² q` times one plus `3q/4` plus an explicit remainder
of second order in `q`. -/
theorem plasmon_dispersion_correction (kF : ℝ) {q : ℝ} (hq : 0 < q) :
    plasmonFrequency kF q ^ 2
      = kF ^ 2 * q * (1 + 3 * q / 4 + q ^ 2 / (4 * (4 + q))) := by
  have h1 : 1 + q / 4 ≠ 0 := by positivity
  have h2 : 4 + q ≠ 0 := by positivity
  have h3 : q ^ 2 / (4 * (4 + q)) * (4 * (4 + q)) = q ^ 2 :=
    div_mul_cancel₀ _ (by positivity)
  rw [plasmonFrequency_sq kF hq, div_eq_iff h1]
  linear_combination (-(kF ^ 2 * q) / 16) * h3
```

For q > 0,

ωp²/q = kF² (1 + q/2)²/(1 + q/4),

and the right side is continuous at q = 0 with value kF². The filter `𝓝[>] 0` expresses the approach through positive q. Within this recoil-free random-phase model, the plasmon of a two-dimensional gas is therefore gapless, with ωp ≈ kF √q at small q.

```lean
/-- In the long-wavelength limit the squared plasmon frequency divided by `q` tends to `kF²`. -/
theorem plasmon_long_wavelength (kF : ℝ) :
    Tendsto (fun q => plasmonFrequency kF q ^ 2 / q) (𝓝[>] 0) (𝓝 (kF ^ 2)) := by
  have hc : ContinuousAt (fun q : ℝ => kF ^ 2 * (1 + q / 2) ^ 2 / (1 + q / 4)) 0 :=
    ContinuousAt.div (by fun_prop) (by fun_prop) (by norm_num)
  have ht : Tendsto (fun q : ℝ => kF ^ 2 * (1 + q / 2) ^ 2 / (1 + q / 4))
      (𝓝[>] 0) (𝓝 (kF ^ 2)) := by
    have h := hc.tendsto.mono_left (nhdsWithin_le_nhds (s := Set.Ioi 0))
    simpa using h
  refine Tendsto.congr' ?_ ht
  filter_upwards [self_mem_nhdsWithin] with q hq
  have hq' : 0 < q := hq
  rw [plasmonFrequency_sq kF hq']
  field_simp

end

end TwoDimensionalPlasmon
```

```lean
#print axioms TwoDimensionalPlasmon.plasmon_above_continuum
-- 'TwoDimensionalPlasmon.plasmon_above_continuum' depends on axioms: [propext, Classical.choice, Quot.sound]
#print axioms TwoDimensionalPlasmon.dielectric_eq_zero_iff
-- 'TwoDimensionalPlasmon.dielectric_eq_zero_iff' depends on axioms: [propext, Classical.choice, Quot.sound]
#print axioms TwoDimensionalPlasmon.plasmon_dispersion_correction
-- 'TwoDimensionalPlasmon.plasmon_dispersion_correction' depends on axioms: [propext, Classical.choice, Quot.sound]
#print axioms TwoDimensionalPlasmon.plasmon_long_wavelength
-- 'TwoDimensionalPlasmon.plasmon_long_wavelength' depends on axioms: [propext, Classical.choice, Quot.sound]
```

## With electron recoil included

The dielectric function could also have been defined with the full Lindhard response, in which an excited electron of initial wavenumber k gains the recoil energy q²/2 in addition to the Doppler term q k cos θ. The upper edge of the continuum would then be q kF + q²/2, the average over the Fermi circle would become an integral over the Fermi disc, and the formula for ωp above would no longer be the exact zero. The limit ωp²/q → kF² would stay the same.
